# The average of 1/d over a spherical shell is the inverse of the larger radius

Take a point at distance $r>0$ from the origin and a uniform spherical shell of radius $s>0$ centred there. Let $t$ be the cosine of the angle between the position vectors of the point and of a place on the shell. Then

$$\frac12\int_{-1}^{1}\frac{dt}{\sqrt{r^2+s^2-2rst}}=\frac{1}{\max(r,s)} .$$

The two radii may be equal. The integrand then diverges at $t=1$, but the integral converges and the formula still holds. The same calculation gives the shell average of a screened Coulomb potential, and integrating over shells gives the radial Hartree potential of a continuous spherical density in a finite ball, in the two-integral form that suits atomic density-functional calculations.

```lean
import Mathlib

open MeasureTheory Set

namespace NewtonShell

noncomputable section
```

## Distance and average in terms of the polar cosine

By the law of cosines, the distance between the two places is

$$d(t)=\sqrt{r^2+s^2-2rst}.$$

```lean
/-- Distance between a point at radius `r` and a point at radius `s`, when `t` is the cosine
of the angle between their position vectors. -/
def separation (r s t : ℝ) : ℝ := √(r ^ 2 + s ^ 2 - 2 * r * s * t)
```

The function `separation r s t` is $d(t)$, with all three arguments real numbers. That $r$ and $s$ are radii enters only through the positivity hypotheses of the theorems.

For a pair interaction $v(d)$, the average over the shell is the surface integral divided by the area $4\pi s^2$. Put the polar axis through the point. The area element is $s^2\sin\theta\,d\theta\,d\varphi$, the azimuth $\varphi$ contributes $2\pi$, and $t=\cos\theta$ turns $\sin\theta\,d\theta$ into $dt$ on $[-1,1]$:

$$\langle v\rangle_{r,s}=\frac{1}{4\pi s^2}\,2\pi s^2\int_{-1}^1 v(d(t))\,dt=\frac12\int_{-1}^1 v(d(t))\,dt .$$

```lean
/-- Average of the pair interaction `v` between a point at radius `r` and a uniform spherical
shell of radius `s`, written as an integral over the cosine of the polar angle. -/
def shellAverage (v : ℝ → ℝ) (r s : ℝ) : ℝ :=
  1 / 2 * ∫ t in (-1 : ℝ)..1, v (separation r s t)
```

The definition `shellAverage v r s` starts from the last expression. The reduction from the surface of the sphere to the variable $t$ is therefore built into the definition, and the theorems are about the one-dimensional integral.

## How the distance changes with the angle

The radicand is a polynomial in $t$ and the square root is continuous, so $d$ is continuous on the whole interval, including the endpoints.

```lean
/-- The separation depends continuously on the cosine of the angle. -/
theorem continuous_separation (r s : ℝ) : Continuous (separation r s) :=
  Real.continuous_sqrt.comp
    (by fun_prop : Continuous fun t : ℝ => r ^ 2 + s ^ 2 - 2 * r * s * t)
```

To differentiate the square root, the radicand must not vanish. Completing the square gives

$$r^2+s^2-2rst=(r-s)^2+2rs(1-t),$$

which is positive for $t<1$. The chain rule then yields, for $-1<t<1$,

$$d'(t)=\frac{-2rs}{2d(t)}=-\frac{rs}{d(t)} .$$

```lean
/-- Away from the two poles, the separation `d` changes with the cosine of the angle at the
rate `-r s / d`. -/
theorem hasDerivAt_separation {r s t : ℝ} (hr : 0 < r) (hs : 0 < s) (ht : t ∈ Ioo (-1 : ℝ) 1) :
    HasDerivAt (separation r s) (-(r * s) / separation r s t) t := by
  -- the radicand is (r - s)² + 2 r s (1 - t)
  have hpos : 0 < r ^ 2 + s ^ 2 - 2 * r * s * t := by
    have h := mul_pos (mul_pos hr hs) (sub_pos.mpr ht.2)
    nlinarith [sq_nonneg (r - s)]
  have h1 : HasDerivAt (fun t : ℝ => r ^ 2 + s ^ 2 - 2 * r * s * t) (-(2 * r * s)) t :=
    (((hasDerivAt_id' t).const_mul (2 * r * s)).const_sub (r ^ 2 + s ^ 2)).congr_deriv (by ring)
  have e : ∀ q : ℝ, -(2 * r * s) / (2 * q) = -(r * s) / q := fun q => by
    rw [show -(2 * r * s) = 2 * (-(r * s)) by ring, mul_div_mul_left _ _ two_ne_zero]
  exact (h1.sqrt hpos.ne').congr_deriv (e _)
```

The hypothesis `t ∈ Ioo (-1 : ℝ) 1` says that $t$ lies strictly between the poles. In the proof, `hpos` is the positivity of the radicand: `nlinarith` combines $rs(1-t)>0$ with $(r-s)^2\ge 0$. The derivative of the radicand is `h1`, and `e` cancels the factor 2.

## The singularity on the shell is integrable

If $r=s$, then $d(t)=r\sqrt{2(1-t)}$, and $1/d$ grows like $(1-t)^{-1/2}$ near $t=1$. This can be integrated, and one argument covers equal and unequal radii alike. The derivative formula says that

$$\frac{rs}{d(t)}=\frac{d}{dt}\bigl(-d(t)\bigr)\ge 0\qquad(-1<t<1).$$

A nonnegative derivative of a function that is continuous up to the endpoints is integrable, since its integral over any inner interval is bounded by the total change of that function. Dividing by the constant $rs$ leaves $1/d$ integrable.

```lean
/-- The Coulomb potential is integrable over the shell, also when the point lies on it. -/
theorem integrable_coulomb {r s : ℝ} (hr : 0 < r) (hs : 0 < s) :
    IntervalIntegrable (fun t => 1 / separation r s t) volume (-1) 1 := by
  have hle : (-1 : ℝ) ≤ 1 := by norm_num
  -- r s / d is the nonnegative derivative of the continuous function -d
  have h : IntervalIntegrable (fun t => r * s / separation r s t) volume (-1) 1 := by
    apply intervalIntegral.intervalIntegrable_deriv_of_nonneg
      (g := fun t => -separation r s t)
    · exact (continuous_separation r s).neg.continuousOn
    · intro t ht
      rw [min_eq_left hle, max_eq_right hle] at ht
      exact (hasDerivAt_separation hr hs ht).fun_neg.congr_deriv (by ring)
    · intro t _
      exact div_nonneg (mul_pos hr hs).le (Real.sqrt_nonneg _)
  have e : (fun t => 1 / separation r s t)
      = fun t => (r * s)⁻¹ * (r * s / separation r s t) := by
    funext t
    rw [← mul_div_assoc, inv_mul_cancel₀ (mul_pos hr hs).ne']
  rw [e]
  exact h.const_mul _
```

The conclusion `IntervalIntegrable ... volume (-1) 1` is integrability with respect to ordinary length on $[-1,1]$. The three bullets supply what the Mathlib lemma needs: continuity of $-d$, its derivative in the interior, and the sign of that derivative. At $r=s$, $t=1$ Lean gives $1/0$ the value 0, which has no effect on the integral because it concerns a single point.

## One antiderivative for a family of interactions

Let the interaction be $v(d)=f(d)/d$ with $f$ continuous, and let $G'=f$. The chain rule gives

$$\frac{d}{dt}G(d(t))=f(d(t))\,d'(t)=-rs\,\frac{f(d(t))}{d(t)} .$$

The distances at the poles are $d(1)=|r-s|$ and $d(-1)=r+s$. Integrating from $-1$ to $1$,

$$-rs\int_{-1}^1\frac{f(d(t))}{d(t)}\,dt=G(|r-s|)-G(r+s),$$

and division by $-2rs$ gives

$$\langle f(d)/d\rangle_{r,s}=\frac{G(r+s)-G(|r-s|)}{2rs} .$$

```lean
/-- For an interaction `f(d)/d` with `f` continuous and `G` an antiderivative of `f`, the shell
average is the difference of `G` at the largest and smallest distances, divided by `2 r s`. -/
theorem shellAverage_div {f G : ℝ → ℝ} {r s : ℝ} (hr : 0 < r) (hs : 0 < s)
    (hf : Continuous f) (hG : ∀ u, HasDerivAt G (f u) u) :
    shellAverage (fun u => f u / u) r s = (G (r + s) - G |r - s|) / (2 * r * s) := by
  have hGc : Continuous G := continuous_iff_continuousAt.mpr fun u => (hG u).continuousAt
  have hc := continuous_separation r s
  have hint : IntervalIntegrable
      (fun t => f (separation r s t) * (-(r * s) / separation r s t)) volume (-1) 1 := by
    have hg : Continuous fun t => f (separation r s t) * (-(r * s)) :=
      (hf.comp hc).mul continuous_const
    have h := (integrable_coulomb hr hs).continuousOn_mul hg.continuousOn
    have e : (fun t => f (separation r s t) * (-(r * s) / separation r s t))
        = fun t => f (separation r s t) * (-(r * s)) * (1 / separation r s t) := by
      funext t
      ring
    rw [e]
    exact h
  -- fundamental theorem of calculus for G(d(t))
  have key : ∫ t in (-1 : ℝ)..1, f (separation r s t) * (-(r * s) / separation r s t)
      = G (separation r s 1) - G (separation r s (-1)) :=
    intervalIntegral.integral_eq_sub_of_hasDerivAt_of_le (f := fun t => G (separation r s t))
      (by norm_num) (hGc.comp hc).continuousOn
      (fun t ht => (hG _).comp t (hasDerivAt_separation hr hs ht)) hint
  have e : ∫ t in (-1 : ℝ)..1, f (separation r s t) * (-(r * s) / separation r s t)
      = -(r * s) * ∫ t in (-1 : ℝ)..1, f (separation r s t) / separation r s t := by
    rw [← intervalIntegral.integral_const_mul]
    refine intervalIntegral.integral_congr fun t _ => ?_
    ring
  -- the two poles are at distances |r - s| and r + s
  have near : separation r s 1 = |r - s| := by
    unfold separation
    rw [show r ^ 2 + s ^ 2 - 2 * r * s * 1 = (r - s) ^ 2 by ring, Real.sqrt_sq_eq_abs]
  have far : separation r s (-1) = r + s := by
    unfold separation
    rw [show r ^ 2 + s ^ 2 - 2 * r * s * (-1) = (r + s) ^ 2 by ring,
      Real.sqrt_sq (by positivity)]
  rw [e, near, far] at key
  show 1 / 2 * (∫ t in (-1 : ℝ)..1, f (separation r s t) / separation r s t) = _
  rw [eq_div_iff (by positivity)]
  linear_combination -key
```

The hypothesis `hG` requires $G'(u)=f(u)$ at every real $u$, and `hf` requires $f$ to be continuous everywhere. The interaction $1/d^2$ does not meet these hypotheses as it stands, since $f(u)=1/u$ is not continuous at $u=0$; its average does diverge when the point lies on the shell.

In the proof, `hint` is the integrability of the derivative of $G(d(t))$, obtained from that of $1/d$ by multiplying with a continuous function. The fundamental theorem of calculus enters at `key`, in a version that asks for continuity on the closed interval and a derivative only in its interior. This is what admits $r=s$. The equalities `near` and `far` evaluate the distance at the two poles. Then `eq_div_iff` clears the denominator $2rs$, and `linear_combination` obtains the remaining equation from `key`.

## The Coulomb case

For $v(d)=1/d$ take $f=1$ and $G(u)=u$. Then

$$\langle 1/d\rangle_{r,s}=\frac{r+s-|r-s|}{2rs}=\frac{2\min(r,s)}{2rs}=\frac{1}{\max(r,s)},$$

because $rs=\min(r,s)\max(r,s)$.

```lean
/-- **Newton's shell formula**: the Coulomb potential `1/d` averaged over a spherical shell is
the inverse of the larger of the two radii. -/
theorem newton_shell {r s : ℝ} (hr : 0 < r) (hs : 0 < s) :
    shellAverage (fun u => 1 / u) r s = 1 / max r s := by
  have h : shellAverage (fun u => 1 / u) r s = (r + s - |r - s|) / (2 * r * s) :=
    shellAverage_div (f := fun _ => 1) (G := fun u => u) hr hs continuous_const
      (fun u => hasDerivAt_id' u)
  rw [h]
  rcases le_total r s with hrs | hrs
  · rw [abs_of_nonpos (sub_nonpos.mpr hrs), max_eq_right hrs,
      div_eq_div_iff (by positivity) (by positivity)]
    ring
  · rw [abs_of_nonneg (sub_nonneg.mpr hrs), max_eq_left hrs,
      div_eq_div_iff (by positivity) (by positivity)]
    ring
```

The theorem `newton_shell` needs only that both radii are positive. Its proof inserts $f$ and $G$ into the general formula and treats $r\le s$ and $s\le r$ separately, resolving the absolute value and the maximum in each case.

Read as physics, a point outside the shell sees the potential of the whole charge placed at the centre, and a point inside sees a constant potential. Newton's shell theorem is usually phrased in terms of forces, whereas the equality here is one of potentials.

## The screened case and its unscreened limit

In a medium with mobile charges, such as an electrolyte or an electron gas, a simple model of screening replaces $1/d$ by $e^{-\kappa d}/d$. The constant $\kappa$ is the inverse of the screening length, the distance over which the surrounding charges suppress the interaction. Take $f(u)=e^{-\kappa u}$ and $G(u)=-e^{-\kappa u}/\kappa$, and write $M=\max(r,s)$ and $m=\min(r,s)$. Since $r+s=M+m$ and $|r-s|=M-m$,

$$\langle e^{-\kappa d}/d\rangle_{r,s}=\frac{e^{-\kappa(M-m)}-e^{-\kappa(M+m)}}{2\kappa rs}=\frac{e^{-\kappa M}\sinh(\kappa m)}{\kappa rs} .$$

```lean
/-- The screened potential `exp(-κ d)/d` averaged over a shell is an exponential of the larger
radius times a hyperbolic sine of the smaller one, divided by `κ r s`. -/
theorem yukawa_shell {r s κ : ℝ} (hr : 0 < r) (hs : 0 < s) (hκ : κ ≠ 0) :
    shellAverage (fun u => Real.exp (-κ * u) / u) r s
      = Real.exp (-κ * max r s) * Real.sinh (κ * min r s) / (κ * r * s) := by
  rw [shellAverage_div (f := fun u => Real.exp (-κ * u))
    (G := fun u => -(1 / κ) * Real.exp (-κ * u)) hr hs (by fun_prop)
    (fun u => ((((hasDerivAt_id' u).const_mul (-κ)).exp).const_mul (-(1 / κ))).congr_deriv
      (by field_simp))]
  rcases le_total r s with hrs | hrs
  · rw [abs_of_nonpos (sub_nonpos.mpr hrs), max_eq_right hrs, min_eq_left hrs, Real.sinh_eq,
      show -κ * (r + s) = -κ * s + -(κ * r) by ring,
      show -κ * -(r - s) = -κ * s + κ * r by ring, Real.exp_add, Real.exp_add]
    ring
  · rw [abs_of_nonneg (sub_nonneg.mpr hrs), max_eq_left hrs, min_eq_right hrs, Real.sinh_eq,
      show -κ * (r + s) = -κ * r + -(κ * s) by ring,
      show -κ * (r - s) = -κ * r + κ * s by ring, Real.exp_add, Real.exp_add]
    ring
```

The theorem `yukawa_shell` assumes `κ ≠ 0`; screening corresponds to $\kappa>0$. The proof supplies $G$ together with its derivative, then splits on the order of the radii. In each case `Real.exp_add` factors out the exponential of the larger radius, and `Real.sinh_eq` identifies what remains.

As $\kappa\to0$, $\sinh(\kappa m)/\kappa\to m$ and the exponential tends to 1, so the right-hand side tends to $m/(rs)=1/M$, the Coulomb value. Unlike in the Coulomb case, the potential inside a screened shell is not constant: for $r<s$ it varies with $r$ as $\sinh(\kappa r)/r$.

## From shells to the radial Hartree potential

Let a spherical density $\rho(s)$ fill a ball of radius $R$. The shell between $s$ and $s+ds$ carries the charge $4\pi s^2\rho(s)\,ds$, in units where two unit charges at distance $d$ interact with energy $1/d$. Summing the shell potentials at a radius $0<r\le R$ gives

$$V(r)=\int_0^R 4\pi s^2\rho(s)\,\frac{1}{\max(r,s)}\,ds .$$

The maximum is $r$ for $s\le r$ and $s$ for $s\ge r$. Splitting the integral at $r$,

$$V(r)=\frac1r\int_0^r4\pi s^2\rho(s)\,ds+\int_r^R4\pi s\,\rho(s)\,ds .$$

The first term is the enclosed charge divided by $r$, and the second is the contribution of the outer shells.

```lean
/-- The Hartree potential at radius `r` of a spherical density `ρ` filling a ball of radius `R`
is the enclosed charge divided by `r` plus the integral of `4 π s ρ(s)` over the outer shells. -/
theorem radial_hartree {ρ : ℝ → ℝ} {r R : ℝ} (hρ : Continuous ρ) (hr : 0 < r) (hR : r ≤ R) :
    ∫ s in (0 : ℝ)..R, 4 * Real.pi * s ^ 2 * ρ s * shellAverage (fun u => 1 / u) r s
      = 1 / r * (∫ s in (0 : ℝ)..r, 4 * Real.pi * s ^ 2 * ρ s)
        + ∫ s in r..R, 4 * Real.pi * s * ρ s := by
  -- insert Newton's formula shell by shell
  have h1 : ∫ s in (0 : ℝ)..R, 4 * Real.pi * s ^ 2 * ρ s * shellAverage (fun u => 1 / u) r s
      = ∫ s in (0 : ℝ)..R, 4 * Real.pi * s ^ 2 * ρ s * (1 / max r s) := by
    refine intervalIntegral.integral_congr fun s hs => ?_
    rw [uIcc_of_le (hr.le.trans hR)] at hs
    rcases hs.1.eq_or_lt with h | h
    · rw [← h]
      simp
    · rw [newton_shell hr h]
  have hc : Continuous fun s => 4 * Real.pi * s ^ 2 * ρ s * (1 / max r s) :=
    Continuous.mul (by fun_prop) (continuous_const.div (continuous_const.max continuous_id)
      (fun s => (lt_max_of_lt_left hr).ne'))
  -- split into inner and outer shells
  rw [h1, ← intervalIntegral.integral_add_adjacent_intervals (hc.intervalIntegrable 0 r)
    (hc.intervalIntegrable r R), ← intervalIntegral.integral_const_mul]
  congr 1
  · refine intervalIntegral.integral_congr fun s hs => ?_
    rw [uIcc_of_le hr.le] at hs
    rw [max_eq_left hs.2]
    ring
  · refine intervalIntegral.integral_congr fun s hs => ?_
    rw [uIcc_of_le hR] at hs
    have hs0 : s ≠ 0 := (hr.trans_le hs.1).ne'
    rw [max_eq_right hs.1]
    field_simp

end

end NewtonShell
```

In `radial_hartree` the left-hand side is the integral over shells with `shellAverage` still in place, so the theorem starts from the decomposition into shells and not from a three-dimensional integral. The density is a continuous function on the real line, of which only the values on $[0,R]$ matter. No sign or normalisation is imposed on it. Densities that are not spherical, and those extending to infinity, are not covered.

The step `h1` inserts `newton_shell` at each $s>0$; at $s=0$ the factor $s^2$ makes both integrands zero. The new integrand is continuous because $\max(r,s)\ge r>0$, and this is `hc`. It permits the split at $r$, after which the two bullets simplify the maximum on the inner and the outer interval.

At $r=R$ the outer integral vanishes and the potential is the total charge divided by $R$. The hypothesis `hR : r ≤ R` is needed for the formula as written. Take $\rho=1$, $R=1$ and $r=2$. The shells up to $R$ give

$$\frac12\cdot\frac{4\pi}{3}=\frac{2\pi}{3},$$

whereas the right-hand side would give

$$\frac12\cdot\frac{32\pi}{3}+\int_2^1 4\pi s\,ds=\frac{16\pi}{3}-6\pi=-\frac{2\pi}{3} .$$

Both integrals on the right now use values of $\rho$ between $R$ and $r$, outside the ball: the enclosed-charge term adds those shells with weight $1/r$, and the second integral, whose limits are reversed, subtracts them with the larger weight $1/s$. Outside the ball, the potential is the total charge up to $R$ divided by $r$.

For a spherical density on a radial grid, the two-term form means that two running integrals, one outward and one inward, give the Hartree potential at all grid points in a number of operations proportional to the number of points. The theorem concerns the exact integrals and says nothing about the quadrature error on such a grid.

```lean
#print axioms NewtonShell.newton_shell
-- 'NewtonShell.newton_shell' depends on axioms: [propext, Classical.choice, Quot.sound]
#print axioms NewtonShell.yukawa_shell
-- 'NewtonShell.yukawa_shell' depends on axioms: [propext, Classical.choice, Quot.sound]
#print axioms NewtonShell.radial_hartree
-- 'NewtonShell.radial_hartree' depends on axioms: [propext, Classical.choice, Quot.sound]
```
